# Divergence-free polynomial vector fields on the phase plane are exactly the Hamiltonian ones

## Does zero divergence guarantee a polynomial Hamiltonian?

A vector field on the phase plane can be entered in a proof assistant as a pair of components or as an operation on observables. I would choose the second: a linear map D on polynomials in q and p that obeys the product rule

D(fg) = f Dg + g Df.

The components are then the two polynomials Dq and Dp, which are the right-hand sides of the equations of motion. If D is the Poisson bracket with some Hamiltonian H, its divergence vanishes. I believe that the converse also holds for polynomials in one degree of freedom, with H again a polynomial:

D = {·,H} for some polynomial H ⇔ ∂(Dq)/∂q + ∂(Dp)/∂p = 0.

Can this be proved with every step visible, and checked by machine? I would also like to see what it says about an oscillator with friction.

## Two integrations produce the Hamiltonian

Yes, over any field K of characteristic zero, such as ℝ or ℂ. Write u = Dq and v = Dp, and let the bracket be

{f,g} = ∂f/∂q ∂g/∂p − ∂f/∂p ∂g/∂q.

Linearity and the product rule fix D on every monomial, and hence on every polynomial, once u and v are known. The result is the chain rule

Df = u ∂f/∂q + v ∂f/∂p.

**From H to zero divergence.** If D = {·,H}, inserting q and p gives Hamilton's equations:

u = {q,H} = ∂H/∂p

v = {p,H} = −∂H/∂q

The divergence is then a difference of mixed derivatives, which agree:

∂u/∂q + ∂v/∂p = ∂²H/∂q∂p − ∂²H/∂p∂q = 0.

**From zero divergence to H.** Let A₀ and A₁ denote term-by-term integration in q and in p, without integration constants:

A₀(qᵃpᵇ) = qᵃ⁺¹pᵇ/(a+1)

A₁(qᵃpᵇ) = qᵃpᵇ⁺¹/(b+1)

Differentiating in the variable of integration returns the original polynomial. Differentiating in the other variable commutes with the integration, because the two operations act on different exponents.

The first guess for H is A₁u, which has the right p-derivative. Its q-derivative is A₁(∂u/∂q), whereas −v is wanted. The difference is

w = −v − A₁(∂u/∂q).

It does not depend on p, since

∂w/∂p = −∂v/∂p − ∂u/∂q = 0.

It can therefore be integrated in q without disturbing the p-derivative. Take

H = A₁u + A₀w.

Both of Hamilton's relations follow:

∂H/∂p = u + A₀(∂w/∂p) = u

∂H/∂q = A₁(∂u/∂q) + w = −v

Substituting them into the bracket gives

{f,H} = u ∂f/∂q + v ∂f/∂p = Df.

For the frictionless oscillator, u = p and v = −kq, so w = kq and the construction returns the familiar H = p²/2 + kq²/2.

### Divergence as the failure to preserve the bracket

The divergence also measures how far D is from obeying a product rule for the Poisson bracket. Differentiating the chain rule gives

∂(Df)/∂q = D(∂f/∂q) + ∂u/∂q ∂f/∂q + ∂v/∂q ∂f/∂p

∂(Df)/∂p = D(∂f/∂p) + ∂u/∂p ∂f/∂q + ∂v/∂p ∂f/∂p

and the same for g. Put these into {Df,g} + {f,Dg}. The terms in which D acts on a derivative of f or g add up to D{f,g}, by the ordinary product rule. The terms with ∂v/∂q and ∂u/∂p cancel between the two brackets. Those with ∂u/∂q and ∂v/∂p each multiply {f,g}. Hence

D{f,g} = {Df,g} + {f,Dg} − (div D){f,g}.

If the divergence vanishes, D obeys the product rule for the bracket. Conversely, suppose that D obeys this rule, and test it on q and p, for which {q,p} = 1. Comparison with the formula leaves div D = 0. So D respects the bracket exactly when it is Hamiltonian.

For unit mass, force constant k and linear friction γ, the equations of motion are

q′ = p

p′ = −kq − γp

Here k is the stiffness of the spring, and γ sets the friction force −γp. The divergence is −γ, so a polynomial Hamiltonian exists for this bracket exactly when γ = 0.

### What the Lean statements say

`Observable K` is the ring of polynomials in two variables over K, with `X 0` for q and `X 1` for p. `pderiv 0` and `pderiv 1` are the formal partial derivatives in q and p, so no limits are involved. `VectorField K` is the type of K-linear derivations of that ring, and `bracket` and `divergence` transcribe the formulas above. The sign convention of `bracket` gives {q,p} = 1.

`IsHamiltonian D` says that some polynomial H, the same for every observable f, satisfies `D f = bracket f H`. The main theorem, `isHamiltonian_iff_divergence_eq_zero`, states that this is equivalent to `divergence D = 0`. Its hypothesis `[CharZero K]` says that no positive integer is zero in K, which is what integration needs.

The defect formula `apply_bracket` holds over every field. `leibniz_bracket_iff_isHamiltonian` and `dampedOscillator_isHamiltonian_iff` again assume characteristic zero. In the oscillator, k and γ are arbitrary elements of K, with no sign imposed.

The setting is one degree of freedom, with polynomial, time-independent fields and Hamiltonians. With more degrees of freedom, zero divergence no longer suffices. The theorems concern the equations of motion and not their solutions, and the friction result leaves open descriptions with other variables, another bracket or a time-dependent Hamiltonian.

Within this polynomial, one-degree-of-freedom model, computing a divergence decides whether given equations of motion have the Hamiltonian form that symplectic integrators presuppose. The product rule for the bracket is the classical analogue of the one that [·,Ĥ] obeys for commutators in quantum mechanics.

```lean
import Mathlib

open MvPolynomial

namespace PolynomialHamiltonianFields

noncomputable section

variable {K : Type*} [Field K]

/-- Polynomial observables on the phase plane; `X 0` is the position q and `X 1` the momentum p. -/
abbrev Observable (K : Type*) [Field K] := MvPolynomial (Fin 2) K

/-- Polynomial vector fields on the phase plane, acting on observables as derivations. -/
abbrev VectorField (K : Type*) [Field K] := Derivation K (Observable K) (Observable K)

/-- The Poisson bracket {f, g} = ∂f/∂q ∂g/∂p - ∂f/∂p ∂g/∂q. -/
def bracket (f g : Observable K) : Observable K :=
  pderiv 0 f * pderiv 1 g - pderiv 1 f * pderiv 0 g

/-- The phase-space divergence ∂(Dq)/∂q + ∂(Dp)/∂p of a vector field D. -/
def divergence (D : VectorField K) : Observable K :=
  pderiv 0 (D (X 0)) + pderiv 1 (D (X 1))

/-- A vector field is Hamiltonian if it is {·, H} for some polynomial H. -/
def IsHamiltonian (D : VectorField K) : Prop :=
  ∃ H : Observable K, ∀ f, D f = bracket f H

/-- Term-by-term integration of a polynomial in the variable `i`. -/
def antideriv (i : Fin 2) : Observable K →ₗ[K] Observable K :=
  (basisMonomials (Fin 2) K).constr K
    fun s => monomial (s + Finsupp.single i 1) (((s i : K) + 1)⁻¹)

/-- Integrating a monomial raises its exponent by one and divides by the new exponent. -/
theorem antideriv_monomial (i : Fin 2) (s : Fin 2 →₀ ℕ) (a : K) :
    antideriv i (monomial s a) =
      monomial (s + Finsupp.single i 1) (a * ((s i : K) + 1)⁻¹) := by
  have h : monomial s a = a • basisMonomials (Fin 2) K s := by
    simp [coe_basisMonomials, smul_monomial]
  rw [h, map_smul, antideriv, Module.Basis.constr_basis, smul_monomial, smul_eq_mul]

/-- Differentiating the integral in the same variable returns the polynomial. -/
theorem pderiv_antideriv [CharZero K] (i : Fin 2) (f : Observable K) :
    pderiv i (antideriv i f) = f := by
  refine MvPolynomial.induction_on' f (fun s a => ?_) (fun f g hf hg => ?_)
  · have h0 : (s i : K) + 1 ≠ 0 := Nat.cast_add_one_ne_zero _
    have e : a * ((s i : K) + 1)⁻¹ *
        (((s + Finsupp.single i 1 : Fin 2 →₀ ℕ) i : ℕ) : K) = a := by
      rw [Finsupp.add_apply, Finsupp.single_eq_same]
      push_cast
      field_simp
    rw [antideriv_monomial, pderiv_monomial, e, add_tsub_cancel_right]
  · rw [map_add, map_add, hf, hg]

/-- Integration in one variable commutes with differentiation in the other. -/
theorem pderiv_antideriv_of_ne {i j : Fin 2} (h : i ≠ j) (f : Observable K) :
    pderiv j (antideriv i f) = antideriv i (pderiv j f) := by
  refine MvPolynomial.induction_on' f (fun s a => ?_) (fun f g hf hg => ?_)
  · have e1 : s + Finsupp.single i 1 - Finsupp.single j 1
        = s - Finsupp.single j 1 + Finsupp.single i 1 := by
      ext k
      simp only [Finsupp.tsub_apply, Finsupp.add_apply, Finsupp.single_apply]
      split_ifs <;> omega
    have e2 : (s + Finsupp.single i 1 : Fin 2 →₀ ℕ) j = s j := by
      simp [h]
    have e3 : (s - Finsupp.single j 1 : Fin 2 →₀ ℕ) i = s i := by
      simp [h.symm]
    rw [antideriv_monomial, pderiv_monomial, pderiv_monomial, antideriv_monomial,
      e1, e2, e3, mul_right_comm]
  · simp only [map_add, hf, hg]

/-- Mixed partial derivatives of an observable agree. -/
theorem pderiv_comm (f : Observable K) :
    pderiv 0 (pderiv 1 f) = pderiv 1 (pderiv 0 f) := by
  -- the commutator of the two derivations vanishes on q and on p
  have h : ⁅(pderiv 0 : VectorField K), (pderiv 1 : VectorField K)⁆ = 0 :=
    derivation_ext (Fin.forall_fin_two.2
      ⟨by simp [Derivation.commutator_apply, pderiv_X],
       by simp [Derivation.commutator_apply, pderiv_X]⟩)
  have hf := DFunLike.congr_fun h f
  rw [Derivation.commutator_apply] at hf
  exact sub_eq_zero.1 hf

/-- The chain rule Df = (Dq) ∂f/∂q + (Dp) ∂f/∂p for a polynomial vector field. -/
theorem vectorField_apply (D : VectorField K) (f : Observable K) :
    D f = D (X 0) * pderiv 0 f + D (X 1) * pderiv 1 f := by
  have h : D = D (X 0) • (pderiv 0 : VectorField K) + D (X 1) • (pderiv 1 : VectorField K) :=
    derivation_ext (Fin.forall_fin_two.2
      ⟨by simp [pderiv_X], by simp [pderiv_X]⟩)
  have hf := DFunLike.congr_fun h f
  simpa only [Derivation.add_apply, Derivation.smul_apply, smul_eq_mul] using hf

/-- If ∂u/∂q + ∂v/∂p = 0, some polynomial H satisfies Hamilton's relations
∂H/∂p = u and ∂H/∂q = -v. -/
theorem exists_hamiltonian [CharZero K] (u v : Observable K)
    (h : pderiv 0 u + pderiv 1 v = 0) :
    ∃ H : Observable K, pderiv 1 H = u ∧ pderiv 0 H = -v := by
  have h01 : (0 : Fin 2) ≠ 1 := by decide
  -- what the p-integral of u misses does not depend on p
  have hw : pderiv 1 (-v - antideriv 1 (pderiv 0 u)) = 0 := by
    rw [map_sub, map_neg, pderiv_antideriv]
    linear_combination -h
  refine ⟨antideriv 1 u + antideriv 0 (-v - antideriv 1 (pderiv 0 u)), ?_, ?_⟩
  · rw [map_add, pderiv_antideriv, pderiv_antideriv_of_ne h01, hw, map_zero, add_zero]
  · rw [map_add, pderiv_antideriv_of_ne h01.symm, pderiv_antideriv]
    ring

/-- A polynomial vector field on the phase plane is Hamiltonian exactly when its
divergence vanishes. -/
theorem isHamiltonian_iff_divergence_eq_zero [CharZero K] (D : VectorField K) :
    IsHamiltonian D ↔ divergence D = 0 := by
  constructor
  · rintro ⟨H, hH⟩
    -- Hamilton's equations for q and p
    have hq : D (X 0) = pderiv 1 H := by
      rw [hH]; simp [bracket, pderiv_X, Pi.single_apply]
    have hp : D (X 1) = -pderiv 0 H := by
      rw [hH]; simp [bracket, pderiv_X, Pi.single_apply]
    rw [divergence, hq, hp, map_neg, pderiv_comm, add_neg_cancel]
  · intro h
    obtain ⟨H, hu, hv⟩ := exists_hamiltonian (D (X 0)) (D (X 1)) h
    refine ⟨H, fun f => ?_⟩
    rw [vectorField_apply D f, bracket, hu, hv]
    ring

/-- A vector field D fails the Leibniz rule for the Poisson bracket by its divergence:
D{f, g} = {Df, g} + {f, Dg} - (div D) {f, g}. -/
theorem apply_bracket (D : VectorField K) (f g : Observable K) :
    D (bracket f g) = bracket (D f) g + bracket f (D g) - divergence D * bracket f g := by
  rw [vectorField_apply D (bracket f g), vectorField_apply D f, vectorField_apply D g]
  simp only [bracket, divergence, map_add, map_sub, Derivation.leibniz, smul_eq_mul,
    pderiv_comm]
  ring

/-- A polynomial vector field obeys the Leibniz rule for the Poisson bracket exactly when
it is Hamiltonian. -/
theorem leibniz_bracket_iff_isHamiltonian [CharZero K] (D : VectorField K) :
    (∀ f g, D (bracket f g) = bracket (D f) g + bracket f (D g)) ↔ IsHamiltonian D := by
  rw [isHamiltonian_iff_divergence_eq_zero]
  constructor
  · intro h
    -- test the rule on the canonical pair, for which {q, p} = 1
    have hqp : bracket (X 0 : Observable K) (X 1) = 1 := by
      simp [bracket, pderiv_X, Pi.single_apply]
    have h1 := h (X 0) (X 1)
    have h2 := apply_bracket D (X 0) (X 1)
    rw [hqp] at h1 h2
    linear_combination h2 - h1
  · intro h f g
    rw [apply_bracket, h, zero_mul, sub_zero]

/-- The oscillator of unit mass with force constant k and linear friction γ:
q' = p and p' = -k q - γ p. -/
def dampedOscillator (k γ : K) : VectorField K :=
  (X 1 : Observable K) • (pderiv 0 : VectorField K)
    + (-(C k * X 0) - C γ * X 1 : Observable K) • (pderiv 1 : VectorField K)

/-- The oscillator with linear friction is Hamiltonian, for the bracket of q and p,
exactly when the friction vanishes. -/
theorem dampedOscillator_isHamiltonian_iff [CharZero K] (k γ : K) :
    IsHamiltonian (dampedOscillator k γ) ↔ γ = 0 := by
  have h : divergence (dampedOscillator k γ) = -C γ := by
    simp [divergence, dampedOscillator, pderiv_X, Pi.single_apply]
  rw [isHamiltonian_iff_divergence_eq_zero, h]
  simp

end

end PolynomialHamiltonianFields
```

```lean
#print axioms PolynomialHamiltonianFields.isHamiltonian_iff_divergence_eq_zero
-- 'PolynomialHamiltonianFields.isHamiltonian_iff_divergence_eq_zero' depends on axioms: [propext, Classical.choice, Quot.sound]
#print axioms PolynomialHamiltonianFields.leibniz_bracket_iff_isHamiltonian
-- 'PolynomialHamiltonianFields.leibniz_bracket_iff_isHamiltonian' depends on axioms: [propext, Classical.choice, Quot.sound]
#print axioms PolynomialHamiltonianFields.dampedOscillator_isHamiltonian_iff
-- 'PolynomialHamiltonianFields.dampedOscillator_isHamiltonian_iff' depends on axioms: [propext, Classical.choice, Quot.sound]
```

### How the Lean proof follows the calculation

**Integration.** `antideriv i` is the linear map A₀ or A₁, defined by its values on the basis of monomials. In the code, `s` holds the two exponents, and adding `Finsupp.single i 1` raises exponent `i` by one. `antideriv_monomial` records the integration rule for a monomial with any coefficient.

`pderiv_antideriv` proves that differentiation undoes integration. It uses induction on polynomials: first a single monomial, then a sum. For a monomial, the new exponent cancels the denominator, which is nonzero by `Nat.cast_add_one_ne_zero`; this is where characteristic zero enters.

`pderiv_antideriv_of_ne` proves by the same induction that integration in one variable commutes with differentiation in the other. The auxiliary equalities `e1`, `e2` and `e3` say that raising one exponent and lowering the other can be done in either order, and that neither operation touches the other's exponent.

**Derivations.** Two derivations that agree on q and p are equal, which is Mathlib's `derivation_ext`. `pderiv_comm` applies this to the commutator of the two partial derivatives: it is itself a derivation, and it vanishes on both variables, so mixed derivatives agree. `vectorField_apply` obtains the chain rule in the same way, by comparing D with the combination of `pderiv 0` and `pderiv 1` whose coefficients are Dq and Dp.

**The Hamiltonian.** `exists_hamiltonian` is the two-step integration. Its intermediate result `hw` states that w is independent of p, and `linear_combination -h` derives this from the divergence condition. The `refine` line supplies H = A₁u + A₀w, and the two remaining goals are the two relations of Hamilton, proved by the integration lemmas.

The main theorem then treats the two directions separately. Given H, the proof reads off `hq` and `hp`, which are Hamilton's equations, and cancels the mixed derivatives with `pderiv_comm`. Given zero divergence, it takes H from `exists_hamiltonian`, expands `D f` by the chain rule and compares it with the bracket; `ring` completes the algebra.

**Bracket and friction.** `apply_bracket` expands all three applications of D by the chain rule, differentiates the products and puts mixed derivatives in a common order. `ring` then carries out the cancellations described above.

`leibniz_bracket_iff_isHamiltonian` first replaces "Hamiltonian" by "divergence zero". In one direction it tests the rule on q and p: `h1` is the assumed product rule, `h2` is the defect formula, and their difference is the claim. In the other direction the defect term is multiplied by zero. For the oscillator, `simp` computes the divergence as the constant polynomial `-C γ`, and the main theorem reduces the question to whether γ vanishes.

### A free particle without a Hamiltonian

Suppose that characteristic zero is not required, and let K be the field with two elements, where 2 = 0. Take the equations of motion of a free particle:

Dq = p

Dp = 0

The divergence is zero. A Hamiltonian would have to satisfy

∂H/∂p = p.

The only monomial whose p-derivative could be a nonzero constant times p is p², but its derivative is 2p = 0. No polynomial H exists, so zero divergence does not imply the Hamiltonian form over this field. The usual p²/2 is missing because it calls for a division by zero. The defect formula still holds, so this D respects the Poisson bracket without being Hamiltonian.
